# Singlet energy from broken-symmetry and triplet energies for two electrons in fixed orbitals

Q: Put one electron spin-up in orbital $a$ and another spin-down in orbital $b$. If I read the energy of this broken-symmetry determinant as the singlet energy, the singlet–triplet gap comes out wrong: for orthogonal orbitals, I get half of it. What is the correction?

A: Take $a,b$ real, normalised and linearly independent, with overlap $s=\langle a,b\rangle$, and a spin-free $H$ that commutes with particle exchange $P$. Let $E_{BS}=\langle a\otimes b,H(a\otimes b)\rangle$, and let $E_S,E_T$ be the energies of $a\otimes b\pm b\otimes a$ after normalisation. Then

$$(1+s^2)E_S=2E_{BS}-(1-s^2)E_T.$$

Since $P$ preserves inner products and commutes with $H$, $\langle b\otimes a,H(b\otimes a)\rangle=E_{BS}$. Likewise, both cross elements equal $K=\langle a\otimes b,H(b\otimes a)\rangle$. The numerators are therefore $2(E_{BS}\pm K)$. As $\langle a\otimes b,b\otimes a\rangle=s^2$, the squared norms are $2(1\pm s^2)$. Hence

$$(1+s^2)E_S=E_{BS}+K,\qquad (1-s^2)E_T=E_{BS}-K,$$

and adding removes $K$. Subtracting instead gives $2K=(1+s^2)E_S-(1-s^2)E_T$.

Q: Your $E_{BS}$ belongs to a spatial product. Mine belongs to a determinant.

A: They agree. The determinant's two terms carry orthogonal spin functions, so a spin-free $H$ has no cross terms between them, and each contributes $E_{BS}/2$.

In the code, `n` is a finite set of grid points or orthonormal basis functions, `pair a b` is $a\otimes b$, and `exch` is $P$. `SwapInvariant` expresses that the particles are identical. `singletFn` and `tripletFn` are unnormalised; `rayleigh` divides by the squared norm.

```lean
import Mathlib

open Matrix
open scoped Kronecker

namespace YamaguchiProjection

noncomputable section

variable {n : Type*} [Fintype n]

/-- The product function `u ⊗ v` of two particles. -/
def pair {m : Type*} (u v : m → ℝ) : m × m → ℝ := fun x => u x.1 * v x.2

/-- Exchange of the two particles. -/
def exch {m : Type*} (f : m × m → ℝ) : m × m → ℝ := fun x => f (x.2, x.1)

/-- The two-particle matrix `H` commutes with particle exchange. -/
def SwapInvariant (H : Matrix (n × n) (n × n) ℝ) : Prop :=
  ∀ f, H *ᵥ exch f = exch (H *ᵥ f)

/-- The unnormalised spatial singlet function `a ⊗ b + b ⊗ a`. -/
def singletFn (a b : n → ℝ) : n × n → ℝ := pair a b + pair b a

/-- The unnormalised spatial triplet function `a ⊗ b - b ⊗ a`. -/
def tripletFn (a b : n → ℝ) : n × n → ℝ := pair a b - pair b a

/-- The Rayleigh quotient `⟨f, H f⟩ / ⟨f, f⟩` of a nonzero function `f`. -/
def rayleigh (H : Matrix (n × n) (n × n) ℝ) (f : n × n → ℝ) : ℝ :=
  (f ⬝ᵥ H *ᵥ f) / (f ⬝ᵥ f)

/-- The broken-symmetry energy `⟨a ⊗ b, H (a ⊗ b)⟩`, for unit orbitals `a` and `b`. -/
def energyBS (H : Matrix (n × n) (n × n) ℝ) (a b : n → ℝ) : ℝ :=
  pair a b ⬝ᵥ H *ᵥ pair a b
```

Q: Are $E_S$ and $E_T$ the true state energies?

A: Not in general. They are expectation values in functions built from the same two orbitals, not necessarily eigenvalues. In practice this correction, known as Yamaguchi projection, is also applied to many electrons and to separately relaxed orbitals, where this identity need not hold. $H$ need not even be symmetric here, though a real physical Hamiltonian is.

Q: Where does the proof use exchange?

A: In the first lemma, which rewrites both products with `exch`, moves it through $H$, and relabels the sum.

```lean
/-- A matrix element of an exchange-invariant `H` between product functions is unchanged
when the particles are exchanged on both sides. -/
theorem element_exchange {H : Matrix (n × n) (n × n) ℝ} (hH : SwapInvariant H)
    (a b c d : n → ℝ) :
    pair b a ⬝ᵥ H *ᵥ pair d c = pair a b ⬝ᵥ H *ᵥ pair c d := by
  have e : ∀ u v : n → ℝ, pair v u = exch (pair u v) := by
    intro u v
    funext x
    exact mul_comm _ _
  rw [e a b, e c d, hH]
  -- exchange only relabels the summation over pairs of grid points
  exact Equiv.sum_comp (Equiv.prodComm n n)
    (fun x => pair a b x * (H *ᵥ pair c d) x)
```

The norms follow by factorising inner products of pair functions.

```lean
/-- For unit orbitals with overlap `s`, the singlet and triplet functions have squared
norms `2 (1 + s²)` and `2 (1 - s²)`. -/
theorem norms {a b : n → ℝ} (ha : a ⬝ᵥ a = 1) (hb : b ⬝ᵥ b = 1) :
    singletFn a b ⬝ᵥ singletFn a b = 2 * (1 + (a ⬝ᵥ b) ^ 2) ∧
    tripletFn a b ⬝ᵥ tripletFn a b = 2 * (1 - (a ⬝ᵥ b) ^ 2) := by
  have p : ∀ u v w z : n → ℝ, pair u v ⬝ᵥ pair w z = (u ⬝ᵥ w) * (v ⬝ᵥ z) := by
    intro u v w z
    simp only [dotProduct, pair, Fintype.sum_prod_type, Finset.sum_mul_sum]
    refine Finset.sum_congr rfl fun i _ => Finset.sum_congr rfl fun j _ => ?_
    ring
  constructor
  · simp only [singletFn, add_dotProduct, dotProduct_add, p, ha, hb, dotProduct_comm b a]
    ring
  · simp only [tripletFn, sub_dotProduct, dotProduct_sub, p, ha, hb, dotProduct_comm b a]
    ring
```

Independence ensures that there is a triplet at all: if $b=\pm a$, its function vanishes. Otherwise $\|a-sb\|^2=1-s^2$ is positive, because zero would mean $a=sb$.

```lean
/-- Linearly independent unit orbitals have an overlap of magnitude below one. -/
theorem overlap_sq_lt_one {a b : n → ℝ} (ha : a ⬝ᵥ a = 1) (hb : b ⬝ᵥ b = 1)
    (hab : LinearIndependent ℝ ![a, b]) : (a ⬝ᵥ b) ^ 2 < 1 := by
  -- the part of `a` orthogonal to `b` has squared norm `1 - s²`
  have h : (a - (a ⬝ᵥ b) • b) ⬝ᵥ (a - (a ⬝ᵥ b) • b) = 1 - (a ⬝ᵥ b) ^ 2 := by
    simp only [sub_dotProduct, dotProduct_sub, smul_dotProduct, dotProduct_smul,
      smul_eq_mul, ha, hb, dotProduct_comm b a]
    ring
  have h0 : 0 ≤ (a - (a ⬝ᵥ b) • b) ⬝ᵥ (a - (a ⬝ᵥ b) • b) :=
    Finset.sum_nonneg fun i _ => mul_self_nonneg _
  by_contra hc
  have hz : a - (a ⬝ᵥ b) • b = 0 := dotProduct_self_eq_zero.1 (by linarith)
  have h1 := (LinearIndependent.pair_iff.1 hab 1 (-(a ⬝ᵥ b))
    (by rw [one_smul, neg_smul, ← sub_eq_add_neg]; exact hz)).1
  exact one_ne_zero h1
```

The main proof obtains the numerators as `eS` and `eT`, cancels the norms, and lets `ring` add the two equations.

```lean
/-- Yamaguchi projection: for linearly independent unit orbitals with overlap `s` and an
exchange-invariant `H`, the triplet function has positive norm and
`(1 + s²) E_S = 2 E_BS - (1 - s²) E_T`. -/
theorem yamaguchi_projection {H : Matrix (n × n) (n × n) ℝ} (hH : SwapInvariant H)
    {a b : n → ℝ} (ha : a ⬝ᵥ a = 1) (hb : b ⬝ᵥ b = 1)
    (hab : LinearIndependent ℝ ![a, b]) :
    0 < tripletFn a b ⬝ᵥ tripletFn a b ∧
    (1 + (a ⬝ᵥ b) ^ 2) * rayleigh H (singletFn a b) =
      2 * energyBS H a b - (1 - (a ⬝ᵥ b) ^ 2) * rayleigh H (tripletFn a b) := by
  have hs := overlap_sq_lt_one ha hb hab
  obtain ⟨nS, nT⟩ := norms ha hb
  refine ⟨by rw [nT]; linarith, ?_⟩
  have d := element_exchange hH a b a b
  have k := element_exchange hH a b b a
  -- numerators: direct term plus or minus the exchange term
  have eS : singletFn a b ⬝ᵥ H *ᵥ singletFn a b =
      2 * (energyBS H a b + pair a b ⬝ᵥ H *ᵥ pair b a) := by
    simp only [singletFn, energyBS, Matrix.mulVec_add, add_dotProduct, dotProduct_add]
    linarith
  have eT : tripletFn a b ⬝ᵥ H *ᵥ tripletFn a b =
      2 * (energyBS H a b - pair a b ⬝ᵥ H *ᵥ pair b a) := by
    simp only [tripletFn, energyBS, Matrix.mulVec_sub, sub_dotProduct, dotProduct_sub]
    linarith
  have pS : 1 + (a ⬝ᵥ b) ^ 2 ≠ 0 := by positivity
  have pT : 1 - (a ⬝ᵥ b) ^ 2 ≠ 0 := ne_of_gt (by linarith)
  rw [rayleigh, rayleigh, eS, eT, nS, nT, mul_div_mul_left _ _ two_ne_zero,
    mul_div_mul_left _ _ two_ne_zero, mul_div_cancel₀ _ pS, mul_div_cancel₀ _ pT]
  ring
```

Q: What if $H$ distinguishes the particles?

A: Take $a=(1,0)$, $b=(0,1)$ and let $H$ project onto $a\otimes b$. Then $s=0$, $E_{BS}=1$ and $E_S=E_T=1/2$. The formula would demand $1/2=3/2$.

Q: Does $E_{BS}$ always lie above $E_S$?

A: Only when the triplet does. Rearranging gives $2(E_{BS}-E_S)=(1-s^2)(E_T-E_S)$, with a positive factor; `nlinarith` handles both directions.

```lean
/-- For linearly independent unit orbitals and an exchange-invariant `H`, the
broken-symmetry energy lies above the singlet energy exactly when the triplet energy does. -/
theorem singlet_lt_brokenSymmetry_iff {H : Matrix (n × n) (n × n) ℝ}
    (hH : SwapInvariant H) {a b : n → ℝ} (ha : a ⬝ᵥ a = 1) (hb : b ⬝ᵥ b = 1)
    (hab : LinearIndependent ℝ ![a, b]) :
    rayleigh H (singletFn a b) < energyBS H a b ↔
      rayleigh H (singletFn a b) < rayleigh H (tripletFn a b) := by
  have hs := overlap_sq_lt_one ha hb hab
  have h := (yamaguchi_projection hH ha hb hab).2
  constructor <;> intro hlt <;> nlinarith
```

Q: I usually see $\langle S^2\rangle$ in the formula, not an overlap.

A: Build $S^2=S_-S_++S_z^2+S_z$ in units of $\hbar^2$, with index 0 for spin-up. It doubles $\uparrow\uparrow$ and $\downarrow\downarrow$, and sends both $\uparrow\downarrow$ and $\downarrow\uparrow$ to their sum. So $S^2$ is the identity plus spin exchange, which Lean checks component by component.

```lean
/-- The sum over two spins of a one-spin operator. -/
def total (A : Matrix (Fin 2) (Fin 2) ℝ) : Matrix (Fin 2 × Fin 2) (Fin 2 × Fin 2) ℝ :=
  A ⊗ₖ 1 + 1 ⊗ₖ A

/-- The total spin square `S₋ S₊ + S_z² + S_z` of two electrons, in units of `ħ²`. -/
def spinSq : Matrix (Fin 2 × Fin 2) (Fin 2 × Fin 2) ℝ :=
  total !![0, 0; 1, 0] * total !![0, 1; 0, 0] +
    total !![1/2, 0; 0, -1/2] * total !![1/2, 0; 0, -1/2] + total !![1/2, 0; 0, -1/2]

/-- The total spin square of two electrons is the identity plus the exchange of spins. -/
theorem spinSq_mulVec (v : Fin 2 × Fin 2 → ℝ) : spinSq *ᵥ v = v + exch v := by
  ext ⟨i, j⟩
  fin_cases i <;> fin_cases j <;>
    simp [spinSq, total, exch, Matrix.mulVec, dotProduct, Fintype.sum_prod_type,
      Fin.sum_univ_two, Matrix.mul_apply, Matrix.one_apply] <;> ring
```

At each pair of points, write $p$ and $q$ for the values of $a\otimes b$ and $b\otimes a$. The determinant is $(p\uparrow\downarrow-q\downarrow\uparrow)/\sqrt2$, and $S^2$ turns it into $(p-q)(\uparrow\downarrow+\downarrow\uparrow)/\sqrt2$. Their inner product is $(p-q)^2/2$. Summing gives half the triplet's squared norm, so $\langle S^2\rangle=1-s^2$.

```lean
/-- The determinant with `a` spin-up and `b` spin-down, as a two-spin vector at each pair
of grid points. -/
def detBS (a b : n → ℝ) (x : n × n) : Fin 2 × Fin 2 → ℝ :=
  (√2)⁻¹ • (pair a b x • pair ![1, 0] ![0, 1] - pair b a x • pair ![0, 1] ![1, 0])

/-- The expectation value of the total spin square in the broken-symmetry determinant of
unit orbitals `a` and `b`. -/
def spinSqBS (a b : n → ℝ) : ℝ := ∑ x, detBS a b x ⬝ᵥ spinSq *ᵥ detBS a b x

/-- For unit orbitals with overlap `s`, the broken-symmetry determinant has
`⟨S²⟩ = 1 - s²`. -/
theorem spinSqBS_eq {a b : n → ℝ} (ha : a ⬝ᵥ a = 1) (hb : b ⬝ᵥ b = 1) :
    spinSqBS a b = 1 - (a ⬝ᵥ b) ^ 2 := by
  have hc : (√2)⁻¹ * (√2)⁻¹ = (1 / 2 : ℝ) := by
    rw [← mul_inv, Real.mul_self_sqrt (by norm_num)]
    norm_num
  -- at each pair of points only the triplet part of the determinant contributes
  have hx : ∀ x, detBS a b x ⬝ᵥ spinSq *ᵥ detBS a b x =
      1 / 2 * (tripletFn a b x * tripletFn a b x) := by
    intro x
    rw [spinSq_mulVec]
    simp only [detBS, tripletFn, Pi.sub_apply]
    generalize (√2)⁻¹ = c at hc ⊢
    generalize pair a b x = p
    generalize pair b a x = q
    simp [exch, pair, dotProduct, Fintype.sum_prod_type, Fin.sum_univ_two]
    linear_combination (p - q) ^ 2 * hc
  have hn := (norms ha hb).2
  rw [dotProduct] at hn
  rw [spinSqBS, Finset.sum_congr rfl fun x _ => hx x, ← Finset.mul_sum, hn]
  ring
```

Now $2-\langle S^2\rangle=1+s^2$, where the 2 is the triplet's own value $S(S+1)$. Subtracting $(1+s^2)E_T$ from both sides of the projection formula and dividing gives

$$E_S-E_T=\frac{2(E_{BS}-E_T)}{2-\langle S^2\rangle}.$$

The proof clears the denominator and uses the projection identity. Independence also gives $\langle S^2\rangle>0$: the determinant is always spin-contaminated.

```lean
/-- Yamaguchi's gap formula: for linearly independent unit orbitals and an
exchange-invariant `H`, the broken-symmetry determinant has `⟨S²⟩ > 0` and
`E_S - E_T = 2 (E_BS - E_T) / (2 - ⟨S²⟩)`. -/
theorem yamaguchi_gap {H : Matrix (n × n) (n × n) ℝ} (hH : SwapInvariant H)
    {a b : n → ℝ} (ha : a ⬝ᵥ a = 1) (hb : b ⬝ᵥ b = 1)
    (hab : LinearIndependent ℝ ![a, b]) :
    0 < spinSqBS a b ∧
    rayleigh H (singletFn a b) - rayleigh H (tripletFn a b) =
      2 * (energyBS H a b - rayleigh H (tripletFn a b)) / (2 - spinSqBS a b) := by
  have hs := overlap_sq_lt_one ha hb hab
  have h := (yamaguchi_projection hH ha hb hab).2
  rw [spinSqBS_eq ha hb]
  refine ⟨by linarith, ?_⟩
  have hp : 2 - (1 - (a ⬝ᵥ b) ^ 2) ≠ 0 := ne_of_gt (by nlinarith [sq_nonneg (a ⬝ᵥ b)])
  rw [eq_div_iff hp]
  linear_combination h
```

Q: Show me a system that meets all the conditions.

A: The Hubbard dimer, for any hopping $t$ and repulsion $U$, with orbitals $(1,0)$ and $(3/5,4/5)$. Their overlap is $3/5$, so $\langle S^2\rangle=16/25$ and the raw difference $E_{BS}-E_T$ must be multiplied by $25/17$. In `hubbardDimer` the indices label sites, not spins, and `total` adds the hopping terms of the two electrons. The code verifies exchange invariance, normalisation, overlap and independence.

```lean
/-- The Hubbard dimer for two particles, with hopping `t` and on-site repulsion `U`. -/
def hubbardDimer (t U : ℝ) : Matrix (Fin 2 × Fin 2) (Fin 2 × Fin 2) ℝ :=
  total !![0, -t; -t, 0] + Matrix.diagonal fun x => if x.1 = x.2 then U else 0

/-- The Hubbard dimer is exchange-invariant, and the orbitals `(1, 0)` and `(3/5, 4/5)`
are linearly independent unit vectors with overlap `3/5`. -/
theorem yamaguchi_witness (t U : ℝ) :
    SwapInvariant (hubbardDimer t U) ∧
    (![1, 0] : Fin 2 → ℝ) ⬝ᵥ ![1, 0] = 1 ∧
    (![3/5, 4/5] : Fin 2 → ℝ) ⬝ᵥ ![3/5, 4/5] = 1 ∧
    (![1, 0] : Fin 2 → ℝ) ⬝ᵥ ![3/5, 4/5] = 3/5 ∧
    LinearIndependent ℝ ![(![1, 0] : Fin 2 → ℝ), ![3/5, 4/5]] := by
  refine ⟨?_, ?_, ?_, ?_, ?_⟩
  · intro f
    ext ⟨i, j⟩
    fin_cases i <;> fin_cases j <;>
      simp [hubbardDimer, total, exch, Matrix.mulVec, dotProduct, Fintype.sum_prod_type,
        Fin.sum_univ_two, Matrix.one_apply, Matrix.diagonal_apply] <;> ring
  · norm_num [dotProduct, Fin.sum_univ_two]
  · norm_num [dotProduct, Fin.sum_univ_two]
  · norm_num [dotProduct, Fin.sum_univ_two]
  · rw [LinearIndependent.pair_iff]
    intro p q h
    have h0 := congrFun h 0
    have h1 := congrFun h 1
    have hq : q = 0 := by simpa using h1
    exact ⟨by simpa [hq] using h0, hq⟩

end

end YamaguchiProjection
```

```lean
#print axioms YamaguchiProjection.singlet_lt_brokenSymmetry_iff
#print axioms YamaguchiProjection.yamaguchi_gap
```

```
'YamaguchiProjection.singlet_lt_brokenSymmetry_iff' depends on axioms: [propext, Classical.choice, Quot.sound]
'YamaguchiProjection.yamaguchi_gap' depends on axioms: [propext, Classical.choice, Quot.sound]
```
